# Column orthogonality of a square character table from row orthogonality

The three hydrogen 1s orbitals of ammonia are permuted by the operations of C3v. The identity leaves all three in place, a threefold rotation none, and a reflection one, so their character is $(3,0,1)$ on the classes $E$, $2C_3$, $3\sigma_v$. Projecting this character on the rows of the character table gives $A_1$ once, $A_2$ never and $E$ once, and the rows $(1,1,1)$ and $(2,-1,0)$ do add up to $(3,0,1)$. Row orthogonality supplies the projections. That the projected parts rebuild every function on the classes, whether or not it is the character of a representation, is a statement about columns, and it follows from row orthogonality once the table has as many rows as columns.

## A table, its weights and its order

Let $X_{ac}$ be the character of irrep $a$ on class $c$, $w_c$ the number of operations in class $c$, and $N$ the order of the group. In the code the irreps form a finite type `ι` and the classes a finite type `κ`.

```lean
import Mathlib

open ComplexConjugate

namespace CharacterTableOrthogonality

noncomputable section

variable {ι κ : Type*} [Fintype ι] [Fintype κ] [DecidableEq ι] [DecidableEq κ]
```

Row orthogonality is the starting assumption:
$$\sum_c w_c X_{ac}\overline{X_{bc}} = N\delta_{ab}.$$
The Kronecker delta appears as an `if`. The table is complex, while `w` and `N` are real and need not be integers. No group occurs in the definition: for a finite group, this relation and the equal numbers of irreps and classes come from representation theory, and here both are assumed.

```lean
/-- Row orthogonality of a table `X` (rows: irreps, columns: classes) with class weights `w`
and order `N`: `∑_c w_c X_ac conj(X_bc) = N δ_ab`. -/
def RowOrthogonal (X : Matrix ι κ ℂ) (w : κ → ℝ) (N : ℝ) : Prop :=
  ∀ a b, ∑ c, (w c : ℂ) * X a c * conj (X b c) = if a = b then (N : ℂ) else 0
```

The relation sought for the columns is first written without division:
$$w_c\sum_a \overline{X_{ac}}X_{ad} = N\delta_{cd}.$$

```lean
/-- Column orthogonality, written without division:
`w_c ∑_a conj(X_ac) X_ad = N δ_cd`. -/
def ColumnOrthogonal (X : Matrix ι κ ℂ) (w : κ → ℝ) (N : ℝ) : Prop :=
  ∀ c d, (w c : ℂ) * ∑ a, conj (X a c) * X a d = if c = d then (N : ℂ) else 0
```

## Both relations as statements about an inverse

Define the dual table $B_{ca} = w_c\overline{X_{ac}}/N$.

```lean
/-- The dual table, with entries `w_c conj(X_ac) / N`. -/
def dualTable (X : Matrix ι κ ℂ) (w : κ → ℝ) (N : ℝ) : Matrix κ ι ℂ :=
  fun c a => (w c : ℂ) * conj (X a c) / (N : ℂ)
```

The same weights give the multiplicity of irrep $a$ in a class function $f$, that is, a function with one value $f_c$ for each class:
$$m_a = \frac1N\sum_c w_c\overline{X_{ac}}f_c.$$
In the code $f$ is any complex function on `κ`, so $m_a$ is a complex number. It is a whole number when $f$ is the character of an actual representation.

```lean
/-- The multiplicity of irrep `a` in a class function `f`:
`(1/N) ∑_c w_c conj(X_ac) f_c`. -/
def multiplicity (X : Matrix ι κ ℂ) (w : κ → ℝ) (N : ℝ) (f : κ → ℂ) (a : ι) : ℂ :=
  (∑ c, (w c : ℂ) * conj (X a c) * f c) / (N : ℂ)
```

Multiplying the table by its dual gives
$$(XB)_{ab} = \frac1N\sum_c w_cX_{ac}\overline{X_{bc}}.$$
For $N\neq0$, row orthogonality therefore says exactly that $XB=1$. The proof compares the matrices entry by entry; `h` is the displayed formula, and `div_eq_iff` moves $N$ to the other side.

```lean
omit [Fintype ι] [DecidableEq κ] in
/-- For `N ≠ 0`, row orthogonality says that the dual table is a right inverse of the table. -/
theorem rowOrthogonal_iff_mul_dual (X : Matrix ι κ ℂ) (w : κ → ℝ) {N : ℝ} (hN : N ≠ 0) :
    RowOrthogonal X w N ↔ X * dualTable X w N = 1 := by
  have hN' : (N : ℂ) ≠ 0 := Complex.ofReal_ne_zero.mpr hN
  unfold RowOrthogonal
  rw [← Matrix.ext_iff]
  refine forall_congr' fun a => forall_congr' fun b => ?_
  have h : (X * dualTable X w N) a b
      = (∑ c, (w c : ℂ) * X a c * conj (X b c)) / (N : ℂ) := by
    rw [Matrix.mul_apply, Finset.sum_div]
    refine Finset.sum_congr rfl fun c _ => ?_
    simp only [dualTable]
    ring
  rw [h, Matrix.one_apply, div_eq_iff hN', ite_mul, one_mul, zero_mul]
```

In the other order,
$$(BX)_{cd} = \frac1N\,w_c\sum_a\overline{X_{ac}}X_{ad},$$
so column orthogonality says that $BX=1$. The proof has the same shape, with the sum now over irreps.

```lean
omit [Fintype κ] [DecidableEq ι] in
/-- For `N ≠ 0`, column orthogonality says that the dual table is a left inverse of the table. -/
theorem columnOrthogonal_iff_dual_mul (X : Matrix ι κ ℂ) (w : κ → ℝ) {N : ℝ} (hN : N ≠ 0) :
    ColumnOrthogonal X w N ↔ dualTable X w N * X = 1 := by
  have hN' : (N : ℂ) ≠ 0 := Complex.ofReal_ne_zero.mpr hN
  unfold ColumnOrthogonal
  rw [← Matrix.ext_iff]
  refine forall_congr' fun c => forall_congr' fun d => ?_
  have h : (dualTable X w N * X) c d
      = ((w c : ℂ) * ∑ a, conj (X a c) * X a d) / (N : ℂ) := by
    rw [Matrix.mul_apply, Finset.mul_sum, Finset.sum_div]
    refine Finset.sum_congr rfl fun a _ => ?_
    simp only [dualTable]
    ring
  rw [h, Matrix.one_apply, div_eq_iff hN', ite_mul, one_mul, zero_mul]
```

If the table is square, $XB=1$ gives $\det X\,\det B=1$. Then $X$ is invertible, $B=X^{-1}$, and $BX=1$. The converse holds in the same way. Squareness is the hypothesis `hcard`, which says that `ι` and `κ` have equally many elements. Since they are different types, the proof turns this equality into a bijection between them before it applies the matrix fact.

```lean
/-- For a table with as many irreps as classes and `N ≠ 0`, row and column orthogonality are
equivalent. -/
theorem rowOrthogonal_iff_columnOrthogonal (hcard : Fintype.card ι = Fintype.card κ)
    (X : Matrix ι κ ℂ) (w : κ → ℝ) {N : ℝ} (hN : N ≠ 0) :
    RowOrthogonal X w N ↔ ColumnOrthogonal X w N := by
  rw [rowOrthogonal_iff_mul_dual X w hN, columnOrthogonal_iff_dual_mul X w hN]
  -- a one-sided inverse of a square table is two-sided
  exact Matrix.mul_eq_one_comm_of_equiv (Fintype.equivOfCardEq hcard)
```

## The weights are fixed by the columns

Setting $d=c$ in the column relation gives
$$w_c\sum_a|X_{ac}|^2 = N.$$
The proof rewrites $\overline{X_{ac}}X_{ac}$ as $|X_{ac}|^2$ and passes from a complex equation to a real one.

```lean
/-- In a square row-orthogonal table with `N ≠ 0`, the weight of a class times the sum of the
squared moduli in its column equals `N`. -/
theorem weight_mul_sum_sq (hcard : Fintype.card ι = Fintype.card κ)
    {X : Matrix ι κ ℂ} {w : κ → ℝ} {N : ℝ} (hN : N ≠ 0) (hX : RowOrthogonal X w N) (c : κ) :
    w c * ∑ a, ‖X a c‖ ^ 2 = N := by
  have h := (rowOrthogonal_iff_columnOrthogonal hcard X w hN).1 hX c c
  have e : ∑ a, conj (X a c) * X a c = ((∑ a, ‖X a c‖ ^ 2 : ℝ) : ℂ) := by
    push_cast
    exact Finset.sum_congr rfl fun a _ => Complex.conj_mul' _
  rw [if_pos rfl, e] at h
  exact_mod_cast h
```

Suppose $N>0$. The sum of squares is non-negative, so $w_c\le0$ would make the left-hand side non-positive, which contradicts the equation. Positive class weights are thus a consequence of the other hypotheses.

```lean
/-- In a square row-orthogonal table with `N > 0`, every class weight is positive. -/
theorem weight_pos (hcard : Fintype.card ι = Fintype.card κ)
    {X : Matrix ι κ ℂ} {w : κ → ℝ} {N : ℝ} (hN : 0 < N) (hX : RowOrthogonal X w N) (c : κ) :
    0 < w c := by
  have h := weight_mul_sum_sq hcard hN.ne' hX c
  have hs : 0 ≤ ∑ a, ‖X a c‖ ^ 2 := Finset.sum_nonneg fun a _ => sq_nonneg _
  by_contra hw
  have := mul_nonpos_of_nonpos_of_nonneg (not_lt.mp hw) hs
  linarith
```

The same equation shows that $w_c\neq0$ whenever $N\neq0$. Dividing the column relation by $w_c$ gives
$$\sum_a\overline{X_{ac}}X_{ad} = \frac{N}{w_c}\delta_{cd}.$$
In Lean the division is a cancellation: both sides are multiplied by $w_c$, and the cases $c=d$ and $c\neq d$ are checked separately. This is the second orthogonality relation for characters, derived from the first; it says nothing about the matrix elements of the irreps.

```lean
/-- Second orthogonality relation: in a square row-orthogonal table with `N ≠ 0`, `∑_a conj(X_ac)
X_ad = (N / w_c) δ_cd`. -/
theorem second_orthogonality (hcard : Fintype.card ι = Fintype.card κ)
    {X : Matrix ι κ ℂ} {w : κ → ℝ} {N : ℝ} (hN : N ≠ 0) (hX : RowOrthogonal X w N) (c d : κ) :
    ∑ a, conj (X a c) * X a d = if c = d then (N : ℂ) / (w c : ℂ) else 0 := by
  have h := (rowOrthogonal_iff_columnOrthogonal hcard X w hN).1 hX c d
  -- the weight cannot vanish, so it may be cancelled
  have hw : (w c : ℂ) ≠ 0 := by
    refine Complex.ofReal_ne_zero.mpr fun h0 => hN ?_
    rw [← weight_mul_sum_sq hcard hN hX c, h0, zero_mul]
  apply mul_left_cancel₀ hw
  rw [h]
  split_ifs
  · field_simp
  · simp
```

## Squared dimensions and the reduction formula

The identity operation is alone in its class, so its weight is 1, and its character in irrep $a$ is the trace of a unit matrix, the dimension $d_a$. The diagonal relation for this column becomes
$$\sum_a d_a^2 = N.$$
In the theorem these two facts are the hypotheses `he` and `hdim` about a column `e`.

```lean
/-- In a square row-orthogonal table with `N ≠ 0`, if a column of weight 1 lists the dimensions of
the irreps, the squared dimensions sum to `N`. -/
theorem sum_sq_dimensions (hcard : Fintype.card ι = Fintype.card κ)
    {X : Matrix ι κ ℂ} {w : κ → ℝ} {N : ℝ} (hN : N ≠ 0) (hX : RowOrthogonal X w N)
    (e : κ) (he : w e = 1) (dim : ι → ℕ) (hdim : ∀ a, X a e = (dim a : ℂ)) :
    ∑ a, (dim a : ℝ) ^ 2 = N := by
  have h := weight_mul_sum_sq hcard hN hX e
  rw [he, one_mul] at h
  rw [← h]
  refine Finset.sum_congr rfl fun a _ => ?_
  rw [hdim a]
  simp
```

For a class function $f$, insert the definition of $m_a$, exchange the two sums and use the column relation:
$$\sum_a m_aX_{ad} = \sum_c\frac{f_c}{N}\,w_c\sum_a\overline{X_{ac}}X_{ad} = \sum_c\frac{f_c}{N}\,N\delta_{cd} = f_d.$$
The `calc` block has these same three equalities. In electronic structure, for a molecule with a finite point group, this is the bookkeeping behind sorting a basis of atomic orbitals into symmetry species: the multiplicities account for the whole character.

```lean
/-- Reduction formula: for a square row-orthogonal table with `N ≠ 0`, every class function is the
sum of the rows of the table, each taken with its multiplicity. -/
theorem reduction_formula (hcard : Fintype.card ι = Fintype.card κ)
    {X : Matrix ι κ ℂ} {w : κ → ℝ} {N : ℝ} (hN : N ≠ 0) (hX : RowOrthogonal X w N)
    (f : κ → ℂ) (d : κ) :
    ∑ a, multiplicity X w N f a * X a d = f d := by
  have h := (rowOrthogonal_iff_columnOrthogonal hcard X w hN).1 hX
  calc ∑ a, multiplicity X w N f a * X a d
      = ∑ c, f c / (N : ℂ) * ((w c : ℂ) * ∑ a, conj (X a c) * X a d) := by
        -- exchange the sums over irreps and classes
        simp only [multiplicity, Finset.sum_div, Finset.sum_mul, Finset.mul_sum]
        rw [Finset.sum_comm]
        refine Finset.sum_congr rfl fun c _ => Finset.sum_congr rfl fun a _ => ?_
        ring
    _ = ∑ c, f c / (N : ℂ) * (if c = d then (N : ℂ) else 0) :=
        Finset.sum_congr rfl fun c _ => by rw [h c d]
    _ = f d := by simp [hN]
```

## The table of C3v

The rows are $A_1$, $A_2$ and $E$.

```lean
/-- The character table of the point group C3v, with columns E, 2C3, 3σv. -/
def c3vTable : Matrix (Fin 3) (Fin 3) ℂ := !![1, 1, 1; 1, 1, -1; 2, -1, 0]
```

With weights $1,2,3$, the three rows have squared lengths $1+2+3$, $1+2+3$ and $4+2+0$, each equal to 6. The products of different rows are $1+2-3$, $2-2+0$ and $2-2+0$, all zero. The proof runs through the nine pairs of rows and evaluates each sum.

```lean
/-- The C3v table is row orthogonal with class weights 1, 2, 3 and order 6. -/
theorem rowOrthogonal_witness : RowOrthogonal c3vTable ![1, 2, 3] 6 := by
  intro a b
  have h2 : conj (2 : ℂ) = 2 := Complex.conj_eq_iff_real.mpr ⟨2, by norm_num⟩
  fin_cases a <;> fin_cases b <;> simp [c3vTable, Fin.sum_univ_three, h2] <;> norm_num [h2]
```

The columns then have squared lengths $6$, $3$ and $2$, which are $6/1$, $6/2$ and $6/3$.

## A missing irrep breaks the column relation

Take the two-element group and keep only its trivial irrep. The table is the single row $(1,1)$, with weights $1,1$ and $N=2$. Row orthogonality holds, because $1+1=2$. The two columns, however, have product $1$ where the column relation requires $0$. With the sign irrep $(1,-1)$ restored, the product is $1-1=0$.

```lean
/-- A table with one row and two columns can be row orthogonal without being column
orthogonal. -/
theorem square_needed :
    RowOrthogonal (!![1, 1] : Matrix (Fin 1) (Fin 2) ℂ) ![1, 1] 2 ∧
      ¬ ColumnOrthogonal (!![1, 1] : Matrix (Fin 1) (Fin 2) ℂ) ![1, 1] 2 := by
  constructor
  · intro a b
    fin_cases a
    fin_cases b
    norm_num [Fin.sum_univ_two]
  · intro h
    have h01 := h 0 1
    simp at h01

end

end CharacterTableOrthogonality
```

```lean
#print axioms CharacterTableOrthogonality.rowOrthogonal_iff_columnOrthogonal
#print axioms CharacterTableOrthogonality.weight_pos
#print axioms CharacterTableOrthogonality.reduction_formula
#print axioms CharacterTableOrthogonality.square_needed
```

```
'CharacterTableOrthogonality.rowOrthogonal_iff_columnOrthogonal' depends on axioms: [propext, Classical.choice, Quot.sound]
'CharacterTableOrthogonality.weight_pos' depends on axioms: [propext, Classical.choice, Quot.sound]
'CharacterTableOrthogonality.reduction_formula' depends on axioms: [propext, Classical.choice, Quot.sound]
'CharacterTableOrthogonality.square_needed' depends on axioms: [propext, Classical.choice, Quot.sound]
```
